# Relaxation in a harmonic lattice with fixed force constants and fixed solute forces couples solutes only in pairs

## Solutes, forces and the relaxation energy

A solute atom of the wrong size pushes or pulls on the host atoms around it. The host lattice relaxes, and the energy gained depends on where the other solutes sit. The question is whether this gain contains genuine many-body terms.

The notation is as follows.

- $u$ is the real vector of all displacement coordinates, measured from the unrelaxed lattice, whose energy is set to zero.
- $A$ is the force-constant matrix, often written $\Phi$ in textbooks. It is real, symmetric and positive definite.
- $F_i$ is the Kanzaki force vector of solute $i$. The index labels a solute on a given site, and each $F_i$ has a component for every displacement coordinate.
- $c_i$ is the occupation of solute $i$, and $f=\sum_i c_iF_i$ is the total force.

The lattice energy is

$$E(u)=\tfrac12\langle u,Au\rangle-\langle f,u\rangle ,$$

and the relaxation energy $E_{\rm rel}(c)$ is its infimum over all $u$.

## The minimum as a sum over pairs

The unique minimiser is $u^*=A^{-1}f$, and

$$E_{\rm rel}(c)=-\tfrac12\sum_{i,j}c_ic_j\langle F_i,A^{-1}F_j\rangle .$$

For a finite harmonic model of this kind, a lattice-gas simulation can therefore include relaxation through one-solute and pair energies alone.

In Lean, `n` is the finite type of displacement coordinates and `ι` the finite type of solutes. The hypothesis `A.PosDef` includes the symmetry of `A`. The occupations are arbitrary real numbers, except in `lattice_gas_energy`, where each is 0 or 1.

- `kanzaki_minimum` gives the double sum as the energy at $u^*$, and says that every other displacement has strictly higher energy.
- `relaxationEnergy_eq` identifies the infimum as $-\frac12\langle f,A^{-1}f\rangle$.
- `no_three_body` says that the three-body part vanishes for any occupation patterns $a,b,d$.
- `lattice_gas_energy` separates one-solute terms from terms between distinct solutes.

The step from here to a real alloy is the assumption that its energy is this quadratic function, with the same $A$ and the same $F_i$ for every arrangement of solutes. Anharmonicity and direct chemical interactions are left out.

## Completing the square

Since $A$ is invertible, $Au^*=f$: the restoring force balances the load. Put $u=u^*+v$. By symmetry $\langle u^*,Av\rangle=\langle v,Au^*\rangle=\langle f,v\rangle$, so

$$E(u^*+v)=\tfrac12\langle u^*,Au^*\rangle+\langle f,v\rangle+\tfrac12\langle v,Av\rangle-\langle f,u^*\rangle-\langle f,v\rangle
=E(u^*)+\tfrac12\langle v,Av\rangle .$$

The last term is positive for $v\neq0$, so $u^*$ is the only minimiser. Its energy is

$$E(u^*)=\tfrac12\langle u^*,f\rangle-\langle f,u^*\rangle=-\tfrac12\langle f,A^{-1}f\rangle ,$$

and inserting $f=\sum_ic_iF_i$ in both places gives the double sum.

If each $c_i$ is 0 or 1, then $c_i^2=c_i$, and the diagonal becomes a sum of one-solute energies $-\frac12\langle F_i,A^{-1}F_i\rangle$. Each unordered pair of distinct solutes occurs twice off the diagonal, so its interaction energy is $-\langle F_i,A^{-1}F_j\rangle$.

For three patterns, the three-body part is

$$E_{\rm rel}(a+b+d)-E_{\rm rel}(a+b)-E_{\rm rel}(a+d)-E_{\rm rel}(b+d)+E_{\rm rel}(a)+E_{\rm rel}(b)+E_{\rm rel}(d).$$

The term quadratic in $a$ alone appears with coefficients $1-1-1+1=0$, and the cross term of $a$ and $b$ with $1-1=0$. The other terms cancel in the same way.

## Force constants that change or are only semidefinite

**Solutes that stiffen the lattice.** Let $N$ solutes act on one coordinate held by a unit spring, each adding a unit force and a unit of stiffness. Then $A=1+N$, $f=N$, and the minimum is

$$E_N=-\frac{N^2}{2(1+N)} .$$

The three-body part is

$$E_3-3E_2+3E_1-E_0=-\tfrac98+2-\tfrac34-0=\tfrac18 .$$

The matrix is positive definite for every $N$, but it changes with the occupation. This is `stiffening_three_body`.

**A lattice free to translate.** Positive semidefiniteness of $A$ is not enough for a unique minimiser. For two atoms on a line joined by a spring $k>0$,

$$E(u)=\tfrac12k(u_1-u_2)^2-\langle f,u\rangle .$$

With $f=(1,0)$, the translation $u=(t,t)$ has energy $-t$, so there is no minimum. Such a net force must come from outside, since the internal forces of solutes in a free lattice add up to zero. With the balanced load $f=(1,-1)$ a minimum exists, but any translation of it is another. The minimum energy is then still quadratic in the forces, so the pair form survives although $A^{-1}$ does not exist. This two-atom example is plain algebra, worked out here without Lean. Pinning one atom removes the free translation.

## The Lean file

```lean
import Mathlib

open Matrix Finset

namespace KanzakiRelaxation

noncomputable section

variable {n ι : Type*} [Fintype n] [DecidableEq n] [Fintype ι]

/-- The total Kanzaki force on the lattice: the sum of the solutes' force vectors `F i`,
weighted by the occupations `c i`. -/
def totalForce (F : ι → n → ℝ) (c : ι → ℝ) : n → ℝ := ∑ i, c i • F i

/-- The harmonic energy of the lattice at displacement `u`, with force constants `A` and
the solutes' Kanzaki forces as load. -/
def latticeEnergy (A : Matrix n n ℝ) (F : ι → n → ℝ) (c : ι → ℝ) (u : n → ℝ) : ℝ :=
  (1 / 2) * (u ⬝ᵥ A *ᵥ u) - totalForce F c ⬝ᵥ u

/-- The displacement `A⁻¹ f` produced by the total Kanzaki force `f`, for an invertible
force-constant matrix `A`. -/
def relaxedDisplacement (A : Matrix n n ℝ) (F : ι → n → ℝ) (c : ι → ℝ) : n → ℝ :=
  A⁻¹ *ᵥ totalForce F c

/-- The relaxation energy: the infimum of the lattice energy over all displacements, for
force constants and loads that keep this energy bounded below. -/
def relaxationEnergy (A : Matrix n n ℝ) (F : ι → n → ℝ) (c : ι → ℝ) : ℝ :=
  ⨅ u, latticeEnergy A F c u

/-- For positive definite force constants, the elastic restoring force at the relaxed
displacement balances the total Kanzaki force. -/
theorem force_balance {A : Matrix n n ℝ} (hA : A.PosDef) (F : ι → n → ℝ) (c : ι → ℝ) :
    A *ᵥ relaxedDisplacement A F c = totalForce F c := by
  have hdet : IsUnit A.det := hA.det_pos.ne'.isUnit
  rw [relaxedDisplacement, Matrix.mulVec_mulVec, Matrix.mul_nonsing_inv _ hdet,
    Matrix.one_mulVec]

omit [DecidableEq n] in
/-- A symmetric matrix defines a symmetric bilinear form. -/
theorem form_symm {B : Matrix n n ℝ} (hB : Bᵀ = B) (x y : n → ℝ) :
    x ⬝ᵥ B *ᵥ y = y ⬝ᵥ B *ᵥ x := by
  rw [Matrix.dotProduct_mulVec, ← Matrix.mulVec_transpose, hB, dotProduct_comm]

/-- For positive definite force constants, the energy above the relaxed state is the elastic
energy of the deviation from the relaxed displacement. -/
theorem energy_complete_square {A : Matrix n n ℝ} (hA : A.PosDef) (F : ι → n → ℝ)
    (c : ι → ℝ) (u : n → ℝ) :
    latticeEnergy A F c u = latticeEnergy A F c (relaxedDisplacement A F c) +
      (1 / 2) * ((u - relaxedDisplacement A F c) ⬝ᵥ
        A *ᵥ (u - relaxedDisplacement A F c)) := by
  have hT : Aᵀ = A := by
    rw [← Matrix.conjTranspose_eq_transpose_of_trivial]
    exact hA.isHermitian.eq
  -- only the force balance at `w` matters
  have key : ∀ w, A *ᵥ w = totalForce F c → latticeEnergy A F c u =
      latticeEnergy A F c w + (1 / 2) * ((u - w) ⬝ᵥ A *ᵥ (u - w)) := by
    intro w hw
    unfold latticeEnergy
    rw [← hw]
    simp only [Matrix.mulVec_sub, dotProduct_sub, sub_dotProduct]
    rw [dotProduct_comm (A *ᵥ w) u, dotProduct_comm (A *ᵥ w) w, form_symm hT w u]
    ring
  exact key _ (force_balance hA F c)

/-- For positive definite force constants, the energy at the relaxed displacement is a double
sum over solutes, and every other displacement has strictly higher energy. -/
theorem kanzaki_minimum {A : Matrix n n ℝ} (hA : A.PosDef) (F : ι → n → ℝ) (c : ι → ℝ) :
    latticeEnergy A F c (relaxedDisplacement A F c) =
        -(1 / 2) * (∑ i, ∑ j, c i * c j * (F i ⬝ᵥ A⁻¹ *ᵥ F j)) ∧
      ∀ u, u ≠ relaxedDisplacement A F c →
        latticeEnergy A F c (relaxedDisplacement A F c) < latticeEnergy A F c u := by
  constructor
  · -- the response is linear in the forces
    have hlin : relaxedDisplacement A F c = ∑ j, c j • (A⁻¹ *ᵥ F j) := by
      have h := map_sum A⁻¹.mulVecLin (fun j => c j • F j) univ
      simp only [Matrix.mulVecLin_apply, Matrix.mulVec_smul] at h
      exact h
    have hsum : totalForce F c ⬝ᵥ relaxedDisplacement A F c =
        ∑ i, ∑ j, c i * c j * (F i ⬝ᵥ A⁻¹ *ᵥ F j) := by
      rw [hlin, totalForce, sum_dotProduct]
      refine Finset.sum_congr rfl fun i _ => ?_
      rw [dotProduct_sum]
      refine Finset.sum_congr rfl fun j _ => ?_
      simp only [smul_dotProduct, dotProduct_smul, smul_eq_mul]
      ring
    rw [latticeEnergy, force_balance hA, dotProduct_comm (relaxedDisplacement A F c), hsum]
    ring
  · intro u hu
    have hpos := hA.dotProduct_mulVec_pos (sub_ne_zero.mpr hu)
    rw [star_trivial] at hpos
    rw [energy_complete_square hA F c u]
    linarith

/-- For positive definite force constants, the relaxation energy is minus one half of the work
of the total Kanzaki force `f` along the displacement `A⁻¹ f`. -/
theorem relaxationEnergy_eq {A : Matrix n n ℝ} (hA : A.PosDef) (F : ι → n → ℝ)
    (c : ι → ℝ) :
    relaxationEnergy A F c = -(1 / 2) * (totalForce F c ⬝ᵥ A⁻¹ *ᵥ totalForce F c) := by
  have hleast : IsLeast (Set.range (latticeEnergy A F c))
      (latticeEnergy A F c (relaxedDisplacement A F c)) := by
    refine ⟨⟨_, rfl⟩, ?_⟩
    rintro _ ⟨u, rfl⟩
    rcases eq_or_ne u (relaxedDisplacement A F c) with hu | hu
    · exact le_of_eq (by rw [hu])
    · exact ((kanzaki_minimum hA F c).2 u hu).le
  have hinf : relaxationEnergy A F c =
      latticeEnergy A F c (relaxedDisplacement A F c) := hleast.csInf_eq
  rw [hinf, latticeEnergy, force_balance hA, dotProduct_comm (relaxedDisplacement A F c),
    relaxedDisplacement]
  ring

/-- For positive definite force constants, the three-body part of the relaxation energy
vanishes for any three occupation patterns `a`, `b`, `d`. -/
theorem no_three_body {A : Matrix n n ℝ} (hA : A.PosDef) (F : ι → n → ℝ)
    (a b d : ι → ℝ) :
    relaxationEnergy A F (a + b + d) - relaxationEnergy A F (a + b)
      - relaxationEnergy A F (a + d) - relaxationEnergy A F (b + d)
      + relaxationEnergy A F a + relaxationEnergy A F b + relaxationEnergy A F d = 0 := by
  have hadd : ∀ x y : ι → ℝ, totalForce F (x + y) = totalForce F x + totalForce F y := by
    intro x y
    simp only [totalForce, Pi.add_apply, add_smul, Finset.sum_add_distrib]
  simp only [relaxationEnergy_eq hA, hadd, Matrix.mulVec_add, dotProduct_add, add_dotProduct]
  ring

/-- For positive definite force constants and sites that are empty or singly occupied, the
relaxation energy is a sum of one-solute terms and terms between two distinct solutes. -/
theorem lattice_gas_energy [DecidableEq ι] {A : Matrix n n ℝ} (hA : A.PosDef)
    (F : ι → n → ℝ) (c : ι → ℝ) (hc : ∀ i, c i = 0 ∨ c i = 1) :
    relaxationEnergy A F c =
      -(1 / 2) * (∑ i, c i * (F i ⬝ᵥ A⁻¹ *ᵥ F i))
      - (1 / 2) * (∑ i, ∑ j ∈ univ.erase i, c i * c j * (F i ⬝ᵥ A⁻¹ *ᵥ F j)) := by
  have hE : relaxationEnergy A F c =
      -(1 / 2) * (∑ i, ∑ j, c i * c j * (F i ⬝ᵥ A⁻¹ *ᵥ F j)) := by
    rw [← (kanzaki_minimum hA F c).1, relaxationEnergy_eq hA, latticeEnergy,
      force_balance hA, dotProduct_comm (relaxedDisplacement A F c), relaxedDisplacement]
    ring
  -- split off the diagonal, where `c i * c i = c i`
  have hsplit : (∑ i, ∑ j, c i * c j * (F i ⬝ᵥ A⁻¹ *ᵥ F j)) =
      (∑ i, c i * (F i ⬝ᵥ A⁻¹ *ᵥ F i)) +
        ∑ i, ∑ j ∈ univ.erase i, c i * c j * (F i ⬝ᵥ A⁻¹ *ᵥ F j) := by
    rw [← Finset.sum_add_distrib]
    refine Finset.sum_congr rfl fun i _ => ?_
    have hsq : c i * c i = c i := by rcases hc i with h | h <;> simp [h]
    rw [← Finset.add_sum_erase univ _ (Finset.mem_univ i), hsq]
  rw [hE, hsplit]
  ring

/-- The relaxation energy of `N` solutes on one coordinate with a unit host spring, where each
solute adds a unit force and also a unit of stiffness. -/
def stiffeningEnergy (N : ℕ) : ℝ :=
  relaxationEnergy (Matrix.diagonal fun _ : Fin 1 => 1 + (N : ℝ))
    (fun (_ : Fin N) _ => 1) (fun _ => 1)

/-- In the one-coordinate model of `stiffeningEnergy`, where each solute adds a unit force and a
unit of stiffness to a unit host spring, the three-body part of the relaxation energy is `1/8`. -/
theorem stiffening_three_body :
    stiffeningEnergy 3 - 3 * stiffeningEnergy 2 + 3 * stiffeningEnergy 1
      - stiffeningEnergy 0 = 1 / 8 := by
  have h : ∀ N : ℕ, stiffeningEnergy N = -(N : ℝ) ^ 2 / (2 * (1 + N)) := by
    intro N
    have hs : (0 : ℝ) < 1 + N := by positivity
    have hf : totalForce (fun (_ : Fin N) (_ : Fin 1) => (1 : ℝ)) (fun _ => 1) =
        fun _ => (N : ℝ) := by
      ext x
      simp [totalForce, Finset.sum_apply]
    have hinv : (Matrix.diagonal fun _ : Fin 1 => 1 + (N : ℝ))⁻¹ =
        Matrix.diagonal fun _ => (1 + (N : ℝ))⁻¹ := by
      apply Matrix.inv_eq_right_inv
      rw [Matrix.diagonal_mul_diagonal]
      simp [hs.ne']
    rw [stiffeningEnergy, relaxationEnergy_eq (Matrix.PosDef.diagonal fun _ => hs), hf, hinv]
    simp only [dotProduct, Matrix.mulVec_diagonal, Finset.univ_unique, Finset.sum_singleton]
    have hcancel : (1 + (N : ℝ))⁻¹ * (1 + (N : ℝ)) = 1 := inv_mul_cancel₀ hs.ne'
    rw [eq_div_iff (by positivity)]
    linear_combination (-(N : ℝ) ^ 2) * hcancel
  rw [h, h, h, h]
  norm_num

end

end KanzakiRelaxation
```

```lean
#print axioms KanzakiRelaxation.no_three_body
-- 'KanzakiRelaxation.no_three_body' depends on axioms: [propext, Classical.choice, Quot.sound]
#print axioms KanzakiRelaxation.lattice_gas_energy
-- 'KanzakiRelaxation.lattice_gas_energy' depends on axioms: [propext, Classical.choice, Quot.sound]
#print axioms KanzakiRelaxation.stiffening_three_body
-- 'KanzakiRelaxation.stiffening_three_body' depends on axioms: [propext, Classical.choice, Quot.sound]
```

## From force balance to the pair sum

`force_balance` obtains invertibility from the positive determinant of `A`. `form_symm` supplies the symmetry used in the cross term.

In `energy_complete_square`, the auxiliary claim `key` treats any displacement `w` with `A *ᵥ w = totalForce F c`. It replaces the load by `A *ᵥ w`, expands the products, and leaves the cancellation to `ring`. The inverse matrix never enters this algebra.

The first half of `kanzaki_minimum` uses linearity twice: `hlin` writes the relaxed displacement as a sum of single-solute responses, and `hsum` expands the work of the total force. The second half applies positive definiteness to the nonzero deviation $v=u-u^*$.

`no_three_body` expands the closed form by additivity of the total force, and `ring` cancels the terms. `lattice_gas_energy` splits off the diagonal with `Finset.add_sum_erase` and uses `hsq`, the identity $c_i^2=c_i$. `stiffening_three_body` first proves the formula for $E_N$ and then evaluates it at four values of $N$.

## From an infimum to an attained value

`relaxationEnergy` is defined as `⨅ u, latticeEnergy A F c u`, with no mention of $A^{-1}$. The link to the formula is `IsLeast.csInf_eq`: if a set has a least element, its infimum is that element.

`IsLeast` asks for two things. The value must belong to the set, which holds because it is the energy at $u^*$, and it must be a lower bound, which follows from `kanzaki_minimum`. Together they show that the set of energies is nonempty and bounded below, as a meaningful real infimum requires. For an unbounded energy, such as that of the two atoms under a net force, Lean's real infimum would be 0 by convention.
